# Löwdin's product formula gives orthogonal spin projectors in finite dimension

Q: What is the smallest case in which Löwdin's product separates anything?

A: A doublet plus a singlet, in dimension $d=3$. With $\hbar=1$, $J^2=\mathrm{diag}(\tfrac34,\tfrac34,0)$. The candidate levels are $c_n=n(n+2)/4$ for $n<3$, namely $0,\tfrac34,2$. Then
$$P_0=\frac{(J^2-\frac34)(J^2-2)}{(-\frac34)(-2)}=\mathrm{diag}(0,0,1),\qquad P_1=\frac{J^2(J^2-2)}{\frac34(\frac34-2)}=\mathrm{diag}(1,1,0),$$
and $P_2=0$, since no triplet is present. Each factor removes one unwanted spin and equals 1 on the wanted one. These two spins cannot belong to the same number of electrons; at fixed electron number the smallest such case is a singlet plus a triplet, $d=4$.

Q: There you knew the spectrum. What does the general statement assume?

A: Only three Hermitian $d\times d$ matrices with the cyclic commutators.

In Lean 4 with Mathlib:

```lean
import Mathlib

open Matrix Polynomial
open scoped ComplexOrder

namespace LowdinSpinProjectors

noncomputable section

variable {d : ℕ} {Jx Jy Jz : Matrix (Fin d) (Fin d) ℂ}

/-- Three Hermitian matrices obeying the cyclic angular momentum relations (with ℏ = 1). -/
structure IsSpin (Jx Jy Jz : Matrix (Fin d) (Fin d) ℂ) : Prop where
  hermx : Jx.IsHermitian
  hermy : Jy.IsHermitian
  hermz : Jz.IsHermitian
  xy : Jx * Jy - Jy * Jx = Complex.I • Jz
  yz : Jy * Jz - Jz * Jy = Complex.I • Jx
  zx : Jz * Jx - Jx * Jz = Complex.I • Jy
```

`casimir` is $J^2$, and `level n` is $c_n=j(j+1)$ with $j=n/2$.

```lean
/-- The total angular momentum squared, `J² = Jx² + Jy² + Jz²`. -/
def casimir (Jx Jy Jz : Matrix (Fin d) (Fin d) ℂ) : Matrix (Fin d) (Fin d) ℂ :=
  Jx * Jx + Jy * Jy + Jz * Jz

/-- The number `c_n = n(n+2)/4`, which is `j(j+1)` for `j = n/2`. -/
def level (n : ℕ) : ℂ := n * (n + 2) / 4
```

The product is first a polynomial $\ell_n(X)=\prod_{k<d,\,k\ne n}(X-c_k)/(c_n-c_k)$, then evaluated at $J^2$, so the order of factors is immaterial.

```lean
/-- The polynomial `∏ (X - c_k)/(c_n - c_k)` over `k < d`, `k ≠ n`. -/
def lowdinPoly (d n : ℕ) : ℂ[X] :=
  ∏ k ∈ (Finset.range d).erase n, C (level n - level k)⁻¹ * (X - C (level k))

/-- Löwdin's operator `P_n`: the product of `(J² - c_k)/(c_n - c_k)` over `k < d`, `k ≠ n`. -/
def lowdin (Jx Jy Jz : Matrix (Fin d) (Fin d) ℂ) (n : ℕ) : Matrix (Fin d) (Fin d) ℂ :=
  aeval (casimir Jx Jy Jz) (lowdinPoly d n)
```

Q: Why should levels with $n<d$ suffice?

A: Because ladders are short. Suppose $[Z,S]=sS$ with $s\neq0$, and $Zv=av$ with $v\ne0$. By induction $ZS^kv=(a+ks)S^kv$. If $S^kv\neq0$ for all $k=0,\dots,d$, these would be $d+1$ independent eigenvectors in dimension $d$. So there is a last nonzero $S^nv$, with $n<d$.

```lean
/-- If `S` shifts the eigenvalue of `Z` by `s ≠ 0`, then repeated action of `S` on an eigenvector
of `Z` reaches a last nonzero vector after fewer than `d` steps. -/
theorem ladder_terminates {Z S : Matrix (Fin d) (Fin d) ℂ} {s a : ℂ} {v : Fin d → ℂ}
    (hs : s ≠ 0) (hZS : Z * S - S * Z = s • S) (hv : v ≠ 0) (ha : Z *ᵥ v = a • v) :
    ∃ n < d, S ^ n *ᵥ v ≠ 0 ∧ S *ᵥ (S ^ n *ᵥ v) = 0 ∧
      Z *ᵥ (S ^ n *ᵥ v) = (a + n * s) • (S ^ n *ᵥ v) := by
  have hsucc : ∀ k : ℕ, S ^ (k + 1) *ᵥ v = S *ᵥ (S ^ k *ᵥ v) := fun k => by
    rw [Matrix.mulVec_mulVec, pow_succ']
  have hz : ∀ k : ℕ, Z *ᵥ (S ^ k *ᵥ v) = (a + k * s) • (S ^ k *ᵥ v) := by
    intro k
    induction k with
    | zero => simpa using ha
    | succ k ih =>
      rw [hsucc, Matrix.mulVec_mulVec, sub_eq_iff_eq_add'.1 hZS, Matrix.add_mulVec,
        ← Matrix.mulVec_mulVec, ih, Matrix.mulVec_smul, Matrix.smul_mulVec]
      push_cast
      module
  -- d + 1 eigenvectors with distinct eigenvalues do not fit into dimension d
  have hex : ∃ k, k ≤ d ∧ S ^ k *ᵥ v = 0 := by
    by_contra hne
    have hinj : Function.Injective (fun i : Fin (d + 1) => a + ((i : ℕ) : ℂ) * s) := by
      intro i j hij
      have h1 := mul_right_cancel₀ hs (add_left_cancel hij)
      exact Fin.ext (by exact_mod_cast h1)
    have hli := Module.End.eigenvectors_linearIndependent' (Matrix.mulVecLin Z) _ hinj
      (fun i : Fin (d + 1) => S ^ (i : ℕ) *ᵥ v)
      (fun i => ⟨Module.End.mem_eigenspace_iff.2 (hz i),
        fun h0 => hne ⟨i, Nat.lt_succ_iff.1 i.2, h0⟩⟩)
    have hcard := hli.fintype_card_le_finrank
    simp at hcard
  obtain ⟨k, hk, h0⟩ := hex
  induction k with
  | zero => exact absurd (by simpa using h0) hv
  | succ k ih =>
    by_cases h : S ^ k *ᵥ v = 0
    · exact ih (by omega) h
    · exact ⟨k, by omega, h, by rw [← hsucc]; exact h0, hz k⟩
```

We also need $J^2$ to commute with each component. For $J_x$,
$$[J_y^2,J_x]=-i(J_yJ_z+J_zJ_y),\qquad [J_z^2,J_x]=i(J_zJ_y+J_yJ_z),$$
which cancel. The lemma `key` does this once, and cyclic relabelling gives the rest.

```lean
/-- `J²` commutes with every component of the angular momentum. -/
theorem casimir_commute (h : IsSpin Jx Jy Jz) : Commute (casimir Jx Jy Jz) Jx ∧
    Commute (casimir Jx Jy Jz) Jy ∧ Commute (casimir Jx Jy Jz) Jz := by
  have key : ∀ A B D : Matrix (Fin d) (Fin d) ℂ, A * B - B * A = Complex.I • D →
      D * A - A * D = Complex.I • B → Commute (A * A + B * B + D * D) A := by
    intro A B D h1 h2
    have e : (A * A + B * B + D * D) * A - A * (A * A + B * B + D * D)
        = D * (D * A - A * D) + (D * A - A * D) * D
          - (B * (A * B - B * A) + (A * B - B * A) * B) := by noncomm_ring
    rw [h1, h2] at e
    simp only [mul_smul_comm, smul_mul_assoc] at e
    exact sub_eq_zero.1 (e.trans (by module))
  have e1 : casimir Jx Jy Jz = Jy * Jy + Jz * Jz + Jx * Jx := by unfold casimir; abel
  have e2 : casimir Jx Jy Jz = Jz * Jz + Jx * Jx + Jy * Jy := by unfold casimir; abel
  exact ⟨key Jx Jy Jz h.xy h.zx, e1 ▸ key Jy Jz Jx h.yz h.xy, e2 ▸ key Jz Jx Jy h.zx h.yz⟩
```

Q: Where do the half-integers come from?

A: From comparing the two ends of a ladder. Put $J_\pm=J_x\pm iJ_y$ (`R` and `L` in the proof). Then $[J_z,J_\pm]=\pm J_\pm$ and
$$J^2=J_-J_++J_z^2+J_z=J_+J_-+J_z^2-J_z.$$
In a nonzero invariant subspace $W$, take an eigenvector of $J_z$ and raise it to the last nonzero $v$, of weight $m$. Then $J^2v=m(m+1)v$. Lower $v$ to the last nonzero $u=J_-^nv$, of weight $m-n$, so $J^2u=(m-n)(m-n-1)u$. Since $J^2$ commutes with $J_-$, the two values agree:
$$(2m-n)(n+1)=0,$$
so $m=n/2$ and $J^2v=c_nv$, with $n<d$.

```lean
/-- Every nonzero subspace invariant under the angular momentum contains a nonzero vector killed by
`J₊`, with `Jz = n/2` and `J² = n(n+2)/4` for some natural number `n < d`. -/
theorem exists_highest_weight (h : IsSpin Jx Jy Jz) (W : Submodule ℂ (Fin d → ℂ)) (hW : W ≠ ⊥)
    (hx : ∀ w ∈ W, Jx *ᵥ w ∈ W) (hy : ∀ w ∈ W, Jy *ᵥ w ∈ W) (hz : ∀ w ∈ W, Jz *ᵥ w ∈ W) :
    ∃ n < d, ∃ v ∈ W, v ≠ 0 ∧ (Jx + Complex.I • Jy) *ᵥ v = 0 ∧
      Jz *ᵥ v = ((n : ℂ) / 2) • v ∧ casimir Jx Jy Jz *ᵥ v = level n • v := by
  obtain ⟨R, hR⟩ : ∃ R, R = Jx + Complex.I • Jy := ⟨_, rfl⟩
  obtain ⟨L, hL⟩ : ∃ L, L = Jx - Complex.I • Jy := ⟨_, rfl⟩
  have hxy := sub_eq_iff_eq_add'.1 h.xy
  have hyz := sub_eq_iff_eq_add'.1 h.yz
  have hzx := sub_eq_iff_eq_add'.1 h.zx
  have hZR : Jz * R - R * Jz = (1 : ℂ) • R := by
    simp only [hR, add_mul, mul_add, smul_mul_assoc, mul_smul_comm, hyz, hzx, smul_add,
      smul_smul, Complex.I_mul_I]
    module
  have hZL : Jz * L - L * Jz = (-1 : ℂ) • L := by
    simp only [hL, sub_mul, mul_sub, smul_mul_assoc, mul_smul_comm, hyz, hzx, smul_add,
      smul_smul, Complex.I_mul_I]
    module
  have hC1 : casimir Jx Jy Jz = L * R + Jz * Jz + Jz := by
    simp only [casimir, hR, hL, sub_mul, mul_add, smul_mul_assoc, mul_smul_comm, hxy, smul_add, smul_sub,
      smul_smul, Complex.I_mul_I]
    module
  have hC2 : casimir Jx Jy Jz = R * L + Jz * Jz - Jz := by
    simp only [casimir, hR, hL, add_mul, mul_sub, smul_mul_assoc, mul_smul_comm, hxy, smul_add,
      smul_smul, Complex.I_mul_I]
    module
  -- an eigenvector of Jz inside W, raised as far as possible
  have : Nontrivial W := Submodule.nontrivial_iff_ne_bot.2 hW
  have hf : ∀ w ∈ W, Matrix.mulVecLin Jz w ∈ W := hz
  obtain ⟨a, ha⟩ := Module.End.exists_eigenvalue ((Matrix.mulVecLin Jz).restrict hf)
  obtain ⟨w, hw⟩ := ha.exists_hasEigenvector
  have hw1 : Jz *ᵥ (w : Fin d → ℂ) = a • (w : Fin d → ℂ) :=
    congrArg Subtype.val hw.apply_eq_smul
  have hw0 : (w : Fin d → ℂ) ≠ 0 := fun e => hw.2 (Subtype.ext e)
  obtain ⟨p, -, hp0, hp1, hpz⟩ := ladder_terminates one_ne_zero hZR hw0 hw1
  have hpW : ∀ k : ℕ, R ^ k *ᵥ (w : Fin d → ℂ) ∈ W := by
    intro k
    induction k with
    | zero => simp
    | succ k ih =>
      rw [pow_succ', ← Matrix.mulVec_mulVec, hR, Matrix.add_mulVec, Matrix.smul_mulVec, ← hR]
      exact W.add_mem (hx _ ih) (W.smul_mem _ (hy _ ih))
  have hvW := hpW p
  generalize R ^ p *ᵥ (w : Fin d → ℂ) = v at hp0 hp1 hpz hvW
  generalize a + (p : ℂ) * 1 = m at hpz
  have hCv : casimir Jx Jy Jz *ᵥ v = (m * (m + 1)) • v := by
    rw [hC1]
    simp only [Matrix.add_mulVec, ← Matrix.mulVec_mulVec, hp1, hpz, Matrix.mulVec_smul,
      Matrix.mulVec_zero]
    module
  -- lowering stops after n steps, and comparing J² at both ends gives m = n/2
  obtain ⟨n, hn, hn0, hn1, hnz⟩ := ladder_terminates (neg_ne_zero.2 one_ne_zero) hZL hp0 hpz
  have hCL : Commute (casimir Jx Jy Jz) L := by
    rw [hL]
    exact (casimir_commute h).1.sub_right ((casimir_commute h).2.1.smul_right Complex.I)
  have hu1 : casimir Jx Jy Jz *ᵥ (L ^ n *ᵥ v) = (m * (m + 1)) • (L ^ n *ᵥ v) := by
    rw [Matrix.mulVec_mulVec, (hCL.pow_right n).eq, ← Matrix.mulVec_mulVec, hCv,
      Matrix.mulVec_smul]
  generalize L ^ n *ᵥ v = u at hn0 hn1 hnz hu1
  have hu2 : casimir Jx Jy Jz *ᵥ u
      = ((m + n * (-1)) * (m + n * (-1)) - (m + n * (-1))) • u := by
    rw [hC2]
    simp only [Matrix.add_mulVec, Matrix.sub_mulVec, ← Matrix.mulVec_mulVec, hn1, hnz,
      Matrix.mulVec_smul, Matrix.mulVec_zero]
    module
  have heq := smul_left_injective ℂ hn0 (hu1.symm.trans hu2)
  have hprod : (2 * m - n) * ((n : ℂ) + 1) = 0 := by linear_combination heq
  have h2m := (mul_eq_zero.1 hprod).resolve_right (Nat.cast_add_one_ne_zero n)
  have hm : m = (n : ℂ) / 2 := by linear_combination h2m / 2
  refine ⟨n, hn, v, hvW, hp0, by rw [← hR]; exact hp1, by rw [hpz, hm], ?_⟩
  rw [hCv, hm, level]
  congr 1
  ring
```

Applied to an eigenspace of $J^2$, this shows that every eigenvalue is some $c_n$ with $n<d$.

```lean
/-- Every eigenvalue of `J²` in dimension `d` equals `n(n+2)/4` for some `n < d`. -/
theorem casimir_eigenvalue (h : IsSpin Jx Jy Jz) {μ : ℂ} {v : Fin d → ℂ} (hv : v ≠ 0)
    (hμ : casimir Jx Jy Jz *ᵥ v = μ • v) : ∃ n < d, μ = level n := by
  have hinv : ∀ B, Commute (casimir Jx Jy Jz) B →
      ∀ w ∈ Module.End.eigenspace (Matrix.mulVecLin (casimir Jx Jy Jz)) μ,
        B *ᵥ w ∈ Module.End.eigenspace (Matrix.mulVecLin (casimir Jx Jy Jz)) μ := by
    intro B hB w hw
    rw [Module.End.mem_eigenspace_iff, Matrix.mulVecLin_apply] at hw ⊢
    rw [Matrix.mulVec_mulVec, hB.eq, ← Matrix.mulVec_mulVec, hw, Matrix.mulVec_smul]
  obtain ⟨cx, cy, cz⟩ := casimir_commute h
  obtain ⟨n, hn, w, hw, hw0, -, -, hc⟩ := exists_highest_weight h _
    ((Submodule.ne_bot_iff _).2 ⟨v, Module.End.mem_eigenspace_iff.2 hμ, hv⟩)
    (hinv _ cx) (hinv _ cy) (hinv _ cz)
  rw [Module.End.mem_eigenspace_iff, Matrix.mulVecLin_apply] at hw
  exact ⟨n, hn, smul_left_injective ℂ hw0 (hw.symm.trans hc)⟩
```

Q: Eigenvalues alone do not exclude Jordan blocks.

A: Hermiticity does. Let $Q=\prod_{k<d}(J^2-c_k)$, which is Hermitian because its factors are Hermitian and commute.

```lean
/-- A product of polynomials in a matrix is Hermitian if each factor is. -/
theorem isHermitian_aeval_prod (A : Matrix (Fin d) (Fin d) ℂ) (f : ℕ → ℂ[X])
    (hf : ∀ k, (aeval A (f k)).IsHermitian) (s : Finset ℕ) :
    (aeval A (∏ k ∈ s, f k)).IsHermitian := by
  induction s using Finset.induction_on with
  | empty => simp
  | insert a s ha ih =>
    rw [Finset.prod_insert ha, Matrix.IsHermitian, map_mul, Matrix.conjTranspose_mul, ih.eq,
      (hf a).eq, ← map_mul, ← map_mul, mul_comm (f a)]

/-- The factor `J² - c_k` is Hermitian. -/
theorem isHermitian_factor (h : IsSpin Jx Jy Jz) (k : ℕ) :
    (aeval (casimir Jx Jy Jz) (X - C (level k))).IsHermitian := by
  have hJ : (casimir Jx Jy Jz)ᴴ = casimir Jx Jy Jz := by
    simp only [casimir, Matrix.conjTranspose_add, Matrix.conjTranspose_mul, h.hermx.eq,
      h.hermy.eq, h.hermz.eq]
  have hs : star (level k) = level k := by simp [level]
  rw [Matrix.IsHermitian, map_sub, aeval_X, aeval_C, Algebra.algebraMap_eq_smul_one,
    Matrix.conjTranspose_sub, Matrix.conjTranspose_smul, Matrix.conjTranspose_one, hJ, hs]
```

The range of $Q$ is invariant. If $Q\neq0$, the range contains some $Qy\neq0$ with $J^2Qy=c_nQy$ and $n<d$. One factor of $Q$ kills it, so $Q^2y=0$ and $\|Qy\|^2=\langle y,Q^2y\rangle=0$, a contradiction. Hence $Q=0$.

```lean
/-- In dimension `d` the product of `J² - c_k` over all `k < d` vanishes. -/
theorem casimir_annihilated (h : IsSpin Jx Jy Jz) :
    aeval (casimir Jx Jy Jz) (∏ k ∈ Finset.range d, (X - C (level k))) = 0 := by
  have hH := isHermitian_aeval_prod _ _ (isHermitian_factor h) (Finset.range d)
  obtain ⟨Q, hQ⟩ : ∃ Q, Q = aeval (casimir Jx Jy Jz)
    (∏ k ∈ Finset.range d, (X - C (level k))) := ⟨_, rfl⟩
  rw [← hQ] at hH ⊢
  by_contra hne
  have hcomm : ∀ B, Commute (casimir Jx Jy Jz) B → Commute Q B := by
    intro B hB
    rw [hQ]
    generalize (∏ k ∈ Finset.range d, (X - C (level k))) = p
    induction p using Polynomial.induction_on' with
    | add p q hp hq => rw [map_add]; exact hp.add_left hq
    | monomial k a =>
      rw [aeval_monomial]
      exact (Algebra.commute_algebraMap_left a B).mul_left (hB.pow_left k)
  -- the range of Q is invariant, so it would contain a highest-weight vector
  have hinv : ∀ B, Commute (casimir Jx Jy Jz) B → ∀ w ∈ LinearMap.range (Matrix.mulVecLin Q),
      B *ᵥ w ∈ LinearMap.range (Matrix.mulVecLin Q) := by
    rintro B hB _ ⟨y, rfl⟩
    refine ⟨B *ᵥ y, ?_⟩
    simp only [Matrix.mulVecLin_apply, Matrix.mulVec_mulVec, (hcomm B hB).eq]
  have hbot : LinearMap.range (Matrix.mulVecLin Q) ≠ ⊥ := by
    intro hb
    apply hne
    ext i j
    have h1 := congrFun (LinearMap.congr_fun (LinearMap.range_eq_bot.1 hb) (Pi.single j 1)) i
    simpa [Matrix.mulVec, dotProduct, Pi.single_apply] using h1
  obtain ⟨cx, cy, cz⟩ := casimir_commute h
  obtain ⟨n, hn, _, ⟨y, rfl⟩, hv0, -, -, hc⟩ :=
    exists_highest_weight h _ hbot (hinv _ cx) (hinv _ cy) (hinv _ cz)
  rw [Matrix.mulVecLin_apply] at hv0 hc
  have hQv : Q *ᵥ (Q *ᵥ y) = 0 := by
    generalize Q *ᵥ y = v at hc
    rw [hQ, ← Finset.prod_erase_mul _ _ (Finset.mem_range.2 hn), map_mul,
      ← Matrix.mulVec_mulVec, map_sub, aeval_X, aeval_C, Algebra.algebraMap_eq_smul_one,
      Matrix.sub_mulVec, Matrix.smul_mulVec, Matrix.one_mulVec, hc, sub_self,
      Matrix.mulVec_zero]
  -- a Hermitian matrix whose square kills y kills y itself
  apply hv0
  rw [← Matrix.conjTranspose_mul_self_mulVec_eq_zero, hH.eq, ← Matrix.mulVec_mulVec]
  exact hQv
```

Q: And the projector relations?

A: $(J^2-c_n)P_n$ is a multiple of $Q$, so $J^2P_n=c_nP_n$. Therefore $p(J^2)P_m=p(c_m)P_m$ for every polynomial $p$ (`hact`). The levels are distinct, because $c_n-c_k=(n-k)(n+k+2)/4$, so $\ell_n(c_m)=\delta_{nm}$ and $P_nP_m=\delta_{nm}P_m$. For $d\ge1$, $\sum_n\ell_n-1$ has degree below $d$ and $d$ zeros, so it vanishes and $\sum_nP_n=1$; for $d=0$ there is only one matrix. Real coefficients make $P_n$ Hermitian.

```lean
/-- Löwdin's spin projectors: for angular momentum matrices of dimension `d`, the `P_n` with
`n < d` are Hermitian, mutually orthogonal idempotents with sum 1, and `J² P_n = c_n P_n`. -/
theorem lowdin_projectors (h : IsSpin Jx Jy Jz) :
    (∀ n < d, casimir Jx Jy Jz * lowdin Jx Jy Jz n = level n • lowdin Jx Jy Jz n) ∧
    (∀ n < d, (lowdin Jx Jy Jz n).IsHermitian) ∧
    (∀ n < d, ∀ m < d, lowdin Jx Jy Jz n * lowdin Jx Jy Jz m =
      if n = m then lowdin Jx Jy Jz m else 0) ∧
    ∑ n ∈ Finset.range d, lowdin Jx Jy Jz n = 1 := by
  have hinj : Function.Injective level := by
    intro n k hnk
    unfold level at hnk
    have h1 : ((n : ℂ) - k) * ((n : ℂ) + k + 2) = 0 := by linear_combination 4 * hnk
    have h2 : (n : ℂ) + k + 2 ≠ 0 := by exact_mod_cast (by omega : n + k + 2 ≠ 0)
    exact_mod_cast sub_eq_zero.1 ((mul_eq_zero.1 h1).resolve_right h2)
  have hL : ∀ n, lowdinPoly d n = Lagrange.basis (Finset.range d) level n := fun _ => rfl
  have hev : ∀ n < d, casimir Jx Jy Jz * lowdin Jx Jy Jz n = level n • lowdin Jx Jy Jz n := by
    intro n hn
    -- the missing factor completes the vanishing product
    have e : (X - C (level n)) * lowdinPoly d n =
        (∏ k ∈ (Finset.range d).erase n, C (level n - level k)⁻¹) *
          ∏ k ∈ Finset.range d, (X - C (level k)) := by
      rw [lowdinPoly, Finset.prod_mul_distrib, ← Finset.mul_prod_erase (Finset.range d)
        (fun k => X - C (level k)) (Finset.mem_range.2 hn)]
      ring
    have h0 := congrArg (aeval (casimir Jx Jy Jz)) e
    rw [map_mul, map_mul, casimir_annihilated h, mul_zero, map_sub, aeval_X, aeval_C, sub_mul,
      sub_eq_zero, Algebra.algebraMap_eq_smul_one, smul_one_mul] at h0
    exact h0
  -- a polynomial in J² acts on P_m as its value at c_m
  have hact : ∀ m < d, ∀ p : ℂ[X], aeval (casimir Jx Jy Jz) p * lowdin Jx Jy Jz m =
      p.eval (level m) • lowdin Jx Jy Jz m := by
    intro m hm p
    have hpow : ∀ k : ℕ, casimir Jx Jy Jz ^ k * lowdin Jx Jy Jz m =
        level m ^ k • lowdin Jx Jy Jz m := by
      intro k
      induction k with
      | zero => simp
      | succ k ih =>
        rw [pow_succ, mul_assoc, hev m hm, mul_smul_comm, ih, smul_smul, pow_succ']
    induction p using Polynomial.induction_on' with
    | add p q hp hq => rw [map_add, add_mul, hp, hq, eval_add, add_smul]
    | monomial k a =>
      rw [aeval_monomial, eval_monomial, mul_assoc, hpow, Algebra.algebraMap_eq_smul_one,
        smul_one_mul, smul_smul]
  refine ⟨hev, fun n _ => ?_, fun n _ m hm => ?_, ?_⟩
  · refine isHermitian_aeval_prod _ _ (fun k => ?_) _
    have hs : ∀ j, star (level j) = level j := fun j => by simp [level]
    rw [map_mul, aeval_C, Algebra.algebraMap_eq_smul_one, smul_one_mul, Matrix.IsHermitian,
      Matrix.conjTranspose_smul, (isHermitian_factor h k).eq, star_inv₀, star_sub, hs n, hs k]
  · have h1 := hact m hm (lowdinPoly d n)
    rw [hL] at h1
    change lowdin Jx Jy Jz n * lowdin Jx Jy Jz m = _ at h1
    rw [h1]
    split_ifs with hnm
    · subst hnm
      rw [Lagrange.eval_basis_self hinj.injOn (Finset.mem_range.2 hm), one_smul]
    · rw [Lagrange.eval_basis_of_ne hnm (Finset.mem_range.2 hm), zero_smul]
  · rcases Nat.eq_zero_or_pos d with rfl | hd
    · exact Subsingleton.elim _ _
    · simp only [lowdin, hL]
      rw [← map_sum, Lagrange.sum_basis hinj.injOn ⟨0, Finset.mem_range.2 hd⟩, map_one]
```

Q: Does it tell me which spins occur?

A: The theorem does not list them: some $P_n$ may vanish, and multiplicities are not given. For given matrices, $c_n$ is an eigenvalue of $J^2$ exactly when $P_n\neq0$. Infinite-dimensional spaces are not covered. The opening example does satisfy the hypotheses:

```lean
/-- The direct sum of a spin one-half and a spin zero gives angular momentum matrices in
dimension three. -/
theorem isSpin_witness : IsSpin
    !![0, 1 / 2, 0; 1 / 2, 0, 0; 0, 0, 0]
    !![0, -Complex.I / 2, 0; Complex.I / 2, 0, 0; 0, 0, 0]
    !![1 / 2, 0, 0; 0, -1 / 2, 0; 0, 0, 0] := by
  constructor <;> (try unfold Matrix.IsHermitian) <;> ext i j <;> fin_cases i <;> fin_cases j <;>
    simp [Complex.ext_iff] <;> norm_num

end

end LowdinSpinProjectors
```

```lean
#print axioms LowdinSpinProjectors.casimir_eigenvalue
#print axioms LowdinSpinProjectors.lowdin_projectors
```

```
'LowdinSpinProjectors.casimir_eigenvalue' depends on axioms: [propext, Classical.choice, Quot.sound]
'LowdinSpinProjectors.lowdin_projectors' depends on axioms: [propext, Classical.choice, Quot.sound]
```

Q: Where could I slip?

A: By letting the index run over $j=0,1,\dots$ instead of $n=2j$ in a space that holds half-integer spins. With only the levels 0 and 2, the "singlet projector" $(J^2-2)/(-2)$ equals $\tfrac58$ on the doublet, which is not idempotent.

Q: And in an actual calculation?

A: Take finitely many orthonormal spatial orbitals, each with both spins, and the space spanned by all $N$-electron determinants built from them. The total spin operators act within this space as Hermitian matrices and play the part of $J_x,J_y,J_z$. The product can then be used to remove spin contamination from an unrestricted determinant, by applying the factors $(J^2-c_k)/(c_n-c_k)$ in succession. The result is in general an unnormalised combination of several determinants. For $N$ electrons only $k\le N$ with the parity of $N$ can occur, so the other factors may be omitted.
